# Summing $\det G(x_i,x_k)$ over all $N$-particle configurations on a finite set of states gives $N!$ times the sum of the principal $N\times N$ minors of $G$

Q: You describe a Slater state by the bare set of its occupied one-particle states. But a Slater determinant changes sign when two orbitals are exchanged. Where has the sign gone?

A: It cancels, because a partition function needs only diagonal matrix elements. Let $X$ be a finite set labelling an orthonormal one-particle basis, and let $G$ be a matrix on $X$, for instance $e^{-\beta h}$ with one-particle Hamiltonian $h$ and inverse temperature $\beta$. For an occupied set $s=\{a_0,\dots,a_{N-1}\}$ the normalised Slater state is
$$|s\rangle=\frac{1}{\sqrt{N!}}\sum_\sigma \operatorname{sgn}(\sigma)\,|a_{\sigma(0)},\dots,a_{\sigma(N-1)}\rangle ,$$
where $\sigma$ runs over the permutations of the labels. Without interactions, the $N$-particle Boltzmann operator is $G^{\otimes N}$, and
$$\langle s|G^{\otimes N}|s\rangle=\frac1{N!}\sum_{\sigma,\tau}\operatorname{sgn}(\sigma)\operatorname{sgn}(\tau)\prod_i G(a_{\sigma(i)},a_{\tau(i)}).$$
Put $\rho=\tau\sigma^{-1}$. The summand becomes $\operatorname{sgn}(\rho)\prod_j G(a_j,a_{\rho(j)})$, which no longer depends on $\sigma$. The sum over $\sigma$ cancels the $1/N!$, and $\det G(a_i,a_k)$ remains. Reordering the $a_i$ permutes rows and columns alike, so the set $s$ is enough and $X$ needs no linear order.

The file takes this minor as the definition of the weight; the calculation with $G^{\otimes N}$ is my reason for the definition, not a theorem in it.

```lean
import Mathlib

namespace FermionPartitionFunction

variable {X R : Type*} [Fintype X] [DecidableEq X] [CommRing R]

/-- The weight of the Slater state with occupied set `s`: the principal minor of the
one-particle matrix `G` on `s`. -/
def slaterWeight (G : Matrix X X R) (s : Finset X) : R :=
  (G.submatrix (Subtype.val : s → X) (Subtype.val : s → X)).det

/-- The canonical partition function of `N` non-interacting fermions, when `G` is their one-particle
Boltzmann matrix: the sum of the Slater weights over all sets of `N` occupied one-particle states.
-/
def canonicalZ (G : Matrix X X R) (N : ℕ) : R :=
  ∑ s ∈ Finset.powersetCard N (Finset.univ : Finset X), slaterWeight G s
```

Here `slaterWeight G s` keeps the rows and columns of $G$ that belong to $s$ and takes the determinant. `canonicalZ G N`, which I write $Z_N$, adds these weights over all $N$-element subsets of $X$. The entries lie in any commutative ring `R`, which includes the real and complex numbers.

Q: Then where are the labelled particles? I would start from a sum over all their coordinates.

A: They enter through the main theorem. A configuration is a function `x : Fin N → X`, which gives a state $x_i$ to each label $i=0,\dots,N-1$, and `G.submatrix x x` is the matrix with entries $G(x_i,x_k)$. The claim is
$$\sum_{x\in X^N}\det G(x_i,x_k)=N!\,Z_N .$$

By hand, sort the configurations by the set of states they occupy.

1. If $x_i=x_j$ with $i\neq j$, rows $i$ and $j$ are equal and the determinant is zero.
2. Otherwise the occupied set $s$ has $N$ elements, and exactly $N!$ configurations occupy it, one for each assignment of labels to states.
3. Any two of these differ by a relabelling, which permutes rows and columns by the same permutation. The determinant picks up the square of a sign, so all $N!$ determinants equal the minor on $s$.
4. Summing over $s$ gives $N!\,Z_N$.

For $N=0$ there is one configuration with an empty determinant, and both sides are 1. For $N>|X|$ both sides are 0.

Q: Does step 1 derive the Pauli principle?

A: No. Antisymmetry was put in when we chose a determinant. The lemma shows the consequence: if `x` is not injective, two labels share a state, and the equal rows make the determinant vanish.

```lean
omit [Fintype X] [DecidableEq X] in
/-- A configuration in which two particles share a state has determinant zero. -/
theorem det_eq_zero_of_repeated (G : Matrix X X R) {N : ℕ} (x : Fin N → X)
    (hx : ¬ Function.Injective x) : (G.submatrix x x).det = 0 := by
  simp only [Function.Injective, not_forall] at hx
  obtain ⟨i, j, hij, hne⟩ := hx
  refine Matrix.det_zero_of_row_eq hne ?_
  funext k
  simp only [Matrix.submatrix_apply, hij]
```

Step 3 is the next lemma. An `e : Fin N ≃ s` is a bijection from labels to occupied states, and Mathlib already knows that reindexing rows and columns together preserves a determinant.

```lean
omit [Fintype X] in
/-- Every way of distributing `N` labelled particles over the occupied set `s`, one in each
state, gives the same determinant, the Slater weight of `s`. -/
theorem det_relabel (G : Matrix X X R) {N : ℕ} {s : Finset X} (e : Fin N ≃ s) :
    (G.submatrix (fun i => (e i : X)) (fun i => (e i : X))).det = slaterWeight G s :=
  Matrix.det_submatrix_equiv_self e
    (G.submatrix (Subtype.val : s → X) (Subtype.val : s → X))
```

Q: And the count of $N!$? That is where I would expect a mistake to hide.

A: It is proved by matching two sums term by term. One runs over the bijections `Fin N ≃ s`, the other over the configurations whose image is exactly `s`. `Finset.sum_bij` asks for four things: each bijection gives a configuration with image `s`; different bijections give different configurations; every such configuration arises in this way; and the summands agree. For the third, the configuration maps onto `s`, and labels and states are equal in number, so the map is a bijection. The fourth is the relabelling lemma. Finally, `hcard` counts the bijections.

```lean
/-- The configurations of `N` particles that occupy exactly the `N` states of `s` contribute
`N!` times the Slater weight of `s`. -/
theorem sum_over_occupied_set (G : Matrix X X R) {N : ℕ} (s : Finset X) (hs : s.card = N) :
    ∑ x ∈ Finset.univ.filter (fun x : Fin N → X => Finset.univ.image x = s),
      (G.submatrix x x).det = (N.factorial : R) * slaterWeight G s := by
  -- configurations with occupied set `s` are the bijections from labels to `s`
  have hsum : ∑ _e : Fin N ≃ s, slaterWeight G s =
      ∑ x ∈ Finset.univ.filter (fun x : Fin N → X => Finset.univ.image x = s),
        (G.submatrix x x).det := by
    refine Finset.sum_bij (fun e _ i => (e i : X)) ?_ ?_ ?_ ?_
    · intro e _
      simp only [Finset.mem_filter, Finset.mem_univ, true_and]
      ext a
      simp only [Finset.mem_image, Finset.mem_univ, true_and]
      constructor
      · rintro ⟨i, rfl⟩
        exact (e i).2
      · intro ha
        exact ⟨e.symm ⟨a, ha⟩, by simp⟩
    · intro e _ e' _ h
      exact Equiv.ext fun i => Subtype.ext (congrFun h i)
    · intro x hx
      have him : Finset.univ.image x = s := (Finset.mem_filter.mp hx).2
      have hmem : ∀ i, x i ∈ s := fun i => by
        rw [← him]
        exact Finset.mem_image_of_mem x (Finset.mem_univ i)
      have hsurj : Function.Surjective (fun i => (⟨x i, hmem i⟩ : s)) := by
        rintro ⟨a, ha⟩
        rw [← him] at ha
        obtain ⟨i, _, hi⟩ := Finset.mem_image.mp ha
        exact ⟨i, Subtype.ext hi⟩
      have hbij := (Fintype.bijective_iff_surjective_and_card _).2
        ⟨hsurj, by simp [hs]⟩
      exact ⟨Equiv.ofBijective _ hbij, Finset.mem_univ _, rfl⟩
    · intro e _
      exact (det_relabel G e).symm
  -- there are `N!` such bijections
  have hcard : Fintype.card (Fin N ≃ s) = N.factorial := by
    rw [Fintype.card_equiv (s.equivFinOfCardEq hs).symm, Fintype.card_fin]
  rw [← hsum, Finset.sum_const, Finset.card_univ, hcard, nsmul_eq_mul]
```

The main proof then groups all configurations by image with `Finset.sum_fiberwise`. That produces a sum over every subset of $X$. `Finset.sum_subset` reduces it to the $N$-element subsets, because a configuration whose image has any other size must contain a double occupation.

```lean
/-- The sum of `det G(x_i, x_k)` over all configurations of `N` labelled particles is `N!`
times the canonical `N`-fermion partition function. -/
theorem sum_det_eq_factorial_mul_canonicalZ (G : Matrix X X R) (N : ℕ) :
    ∑ x : Fin N → X, (G.submatrix x x).det = (N.factorial : R) * canonicalZ G N := by
  -- group the configurations by their occupied set
  rw [← Finset.sum_fiberwise Finset.univ (fun x : Fin N → X => Finset.univ.image x),
    canonicalZ, Finset.mul_sum]
  symm
  rw [← Finset.sum_subset (Finset.subset_univ (Finset.powersetCard N Finset.univ))]
  · refine Finset.sum_congr rfl fun s hs => ?_
    exact (sum_over_occupied_set G s (Finset.mem_powersetCard.mp hs).2).symm
  · -- an occupied set of the wrong size forces a double occupation
    intro s _ hs
    refine Finset.sum_eq_zero fun x hx => det_eq_zero_of_repeated G x fun hinj => hs ?_
    rw [Finset.mem_powersetCard]
    refine ⟨Finset.subset_univ s, ?_⟩
    rw [← (Finset.mem_filter.mp hx).2, Finset.card_image_of_injective _ hinj,
      Finset.card_univ, Fintype.card_fin]
```

Q: Show me that exchange comes out correctly for two particles.

A: For $N=2$ the left side is
$$\sum_{x_0,x_1}\bigl[G(x_0,x_0)G(x_1,x_1)-G(x_0,x_1)G(x_1,x_0)\bigr]=(\operatorname{tr}G)^2-\operatorname{tr}G^2 ,$$
the direct term minus the exchange term, and the main theorem says that this is $2Z_2$. In the proof, `h2` expands the $2\times2$ determinants, `h3` expands the traces, and both reach the same double sum. The factor 2 stays on the left because a general ring may not allow division by it.

```lean
/-- For two fermions, twice the partition function is the direct term `(tr G)²` minus the
exchange term `tr G²`. -/
theorem two_mul_canonicalZ_two (G : Matrix X X R) :
    2 * canonicalZ G 2 = G.trace ^ 2 - (G * G).trace := by
  have h2 : ∑ x : Fin 2 → X, (G.submatrix x x).det =
      ∑ p : X × X, (G p.1 p.1 * G p.2 p.2 - G p.1 p.2 * G p.2 p.1) :=
    Fintype.sum_equiv (finTwoArrowEquiv X) _ _
      (fun x => by simp [Matrix.det_fin_two, finTwoArrowEquiv])
  have h3 : G.trace ^ 2 - (G * G).trace =
      ∑ p : X × X, (G p.1 p.1 * G p.2 p.2 - G p.1 p.2 * G p.2 p.1) := by
    simp only [Fintype.sum_prod_type, Finset.sum_sub_distrib, Matrix.trace,
      Matrix.diag_apply, Matrix.mul_apply, pow_two, Finset.sum_mul_sum]
  rw [h3, ← h2, sum_det_eq_factorial_mul_canonicalZ]
  norm_num [Nat.factorial]
```

Q: And if I work in the energy eigenbasis?

A: Then $G$ is diagonal with entries $b_i=e^{-\beta\varepsilon_i}$, where $\varepsilon_i$ are the one-particle energies. Each minor is the determinant of a diagonal matrix, so
$$Z_N=\sum_{|s|=N}\ \prod_{i\in s}b_i ,$$
the usual sum over occupations 0 or 1 with total $N$. The proof makes the same reduction inside each term; the theorem allows any diagonal entries.

```lean
/-- For a diagonal one-particle matrix with entries `b`, the canonical partition function is
the sum over `N`-element sets of states of the product of their factors `b i`. -/
theorem canonicalZ_diagonal (b : X → R) (N : ℕ) :
    canonicalZ (Matrix.diagonal b) N =
      ∑ s ∈ Finset.powersetCard N (Finset.univ : Finset X), ∏ i ∈ s, b i := by
  refine Finset.sum_congr rfl fun s _ => ?_
  rw [slaterWeight, Matrix.submatrix_diagonal _ _ Subtype.val_injective, Matrix.det_diagonal]
  exact Finset.prod_coe_sort s b
```

Q: A correct set of canonical functions should also assemble into the grand canonical one.

A: It does. Row $i$ of $1+G$ is row $i$ of $G$ plus row $i$ of the identity. The determinant is linear in each row, so it expands into one term for each set $s$ of rows taken from $G$. With the states of $s$ listed first, that term is
$$\det\begin{pmatrix}G_{ss}&G_{s\bar s}\\0&1\end{pmatrix}=\det G_{ss},$$
where $\bar s$ is the set of empty states and the subscripts select rows and columns. Hence $\det(1+G)$ is the sum of all Slater weights, of every particle number.

In Lean, `map_add_univ` performs the row expansion and `Matrix.twoBlockTriangular_det` factors each term. `h1` and `h2` identify the diagonal blocks as the minor's matrix and an identity matrix.

```lean
/-- The determinant of `1 + G` is the sum of the Slater weights over all occupied sets, of
every particle number. -/
theorem det_one_add_eq_sum_slaterWeight (G : Matrix X X R) :
    (1 + G).det = ∑ s : Finset X, slaterWeight G s := by
  -- expand each row into its `G` part and its identity part
  have h : (G + 1).det = ∑ s : Finset X,
      (Matrix.of fun i => if i ∈ s then G i else (1 : Matrix X X R) i).det :=
    (Matrix.detRowAlternating (n := X) (R := R)).toMultilinearMap.map_add_univ
      G (1 : Matrix X X R)
  rw [add_comm, h]
  refine Finset.sum_congr rfl fun s _ => ?_
  -- each term is block triangular, with an identity block on the empty states
  rw [Matrix.twoBlockTriangular_det _ (fun i => i ∈ s) (by
    intro i hi j hj
    have hne : i ≠ j := fun hij => hi (hij ▸ hj)
    simp [hi, Matrix.one_apply_ne hne])]
  have h1 : Matrix.toSquareBlockProp
      (Matrix.of fun i => if i ∈ s then G i else (1 : Matrix X X R) i) (fun i => i ∈ s) =
      G.submatrix Subtype.val Subtype.val := by
    ext i j
    simp [Matrix.toSquareBlockProp, i.2]
  have h2 : Matrix.toSquareBlockProp
      (Matrix.of fun i => if i ∈ s then G i else (1 : Matrix X X R) i) (fun i => ¬ i ∈ s) =
      1 := by
    ext i j
    simp [Matrix.toSquareBlockProp, i.2, Matrix.one_apply, Subtype.ext_iff]
  rw [h1, h2, Matrix.det_one, mul_one]
  unfold slaterWeight
  congr!
```

Now replace $G$ by $zG$, with fugacity $z=e^{\beta\mu}$ and chemical potential $\mu$. An $N\times N$ minor gains a factor $z^N$, and collecting the sets by size gives
$$\det(1+zG)=\sum_{N=0}^{|X|}z^N Z_N .$$
The proof follows these two moves: `Finset.sum_powerset` sorts the sets by size, and `Matrix.det_smul` supplies the power of $z$. The theorem holds for every `z` in `R`.

```lean
/-- The grand canonical determinant `det (1 + z G)` is the generating function, in the
fugacity `z`, of the canonical partition functions. -/
theorem det_one_add_smul_eq_sum_canonicalZ (G : Matrix X X R) (z : R) :
    (1 + z • G).det =
      ∑ N ∈ Finset.range (Fintype.card X + 1), z ^ N * canonicalZ G N := by
  rw [det_one_add_eq_sum_slaterWeight, ← Finset.powerset_univ, Finset.sum_powerset,
    Finset.card_univ]
  refine Finset.sum_congr rfl fun N _ => ?_
  rw [canonicalZ, Finset.mul_sum]
  refine Finset.sum_congr rfl fun s hs => ?_
  -- an `N`-particle weight scales with the `N`-th power of the fugacity
  have hscale : (z • G).submatrix (Subtype.val : s → X) (Subtype.val : s → X) =
      z • G.submatrix (Subtype.val : s → X) (Subtype.val : s → X) := rfl
  rw [slaterWeight, hscale, Matrix.det_smul, Fintype.card_coe,
    (Finset.mem_powersetCard.mp hs).2, slaterWeight]

end FermionPartitionFunction
```

Q: So what physics may I read into this, and what not?

A: Non-interacting fermions in a finite one-particle basis. Interactions between the particles, continuous coordinates and infinite bases are not covered. Nothing requires $G$ to be Hermitian or positive, so the individual determinants can be negative or complex and cannot always serve as probability weights.

The result does bear on auxiliary-field simulations of interacting fermions: in a finite basis, if the fields couple only to one-body operators that conserve particle number, each fixed field leaves a non-interacting problem with its own one-particle propagator $G$, and the last identity relates its grand canonical determinant to the weights at fixed particle number.

```lean
#print axioms FermionPartitionFunction.sum_det_eq_factorial_mul_canonicalZ
#print axioms FermionPartitionFunction.two_mul_canonicalZ_two
#print axioms FermionPartitionFunction.canonicalZ_diagonal
#print axioms FermionPartitionFunction.det_one_add_smul_eq_sum_canonicalZ
```

```
'FermionPartitionFunction.sum_det_eq_factorial_mul_canonicalZ' depends on axioms: [propext, Classical.choice, Quot.sound]
'FermionPartitionFunction.two_mul_canonicalZ_two' depends on axioms: [propext, Classical.choice, Quot.sound]
'FermionPartitionFunction.canonicalZ_diagonal' depends on axioms: [propext, Classical.choice, Quot.sound]
'FermionPartitionFunction.det_one_add_smul_eq_sum_canonicalZ' depends on axioms: [propext, Classical.choice, Quot.sound]
```
